# Nearest-neighbour graphene with t > 0: an untwisted M × M grid (M ≥ 1) has a zero-gap point exactly when 3 divides M

## Why does my 4 × 4 cell have a gap when the 3 × 3 cell has none?

Before I build a trial determinant for a graphene supercell, I have to choose the cell size $M$ and the twist. As a test I filled the nearest-neighbour tight-binding bands on the untwisted grid. The $3\times 3$ cell has zero gap, as I expect for graphene, but the $4\times 4$ cell has a gap of $2t$, where $t$ is the hopping. I thought a larger cell would be closer to the bulk. Is my code wrong, or is the gap an effect of the grid? If it is the grid, how large can the gap be, and can a twist remove it?

## The grid has to hit a Dirac point

Your code is right. The bands touch at isolated points, and an untwisted grid contains such a point only if $3$ divides $M$. For other $M$ the smallest gap on the grid is positive, but at most $8\pi t/(3M)$. A suitable twist closes it for every $M\ge 1$. In this non-interacting model at half filling, the choice decides whether your determinant has a closed shell or degenerate levels at the Fermi energy.

### Where the bands touch

Let $k_1,k_2$ be the Bloch phases along two primitive lattice vectors at $60^\circ$ to each other, and set
$$f=1+\exp(ik_1)+\exp(ik_2),\qquad H=\begin{pmatrix}0&-tf\\-t\bar f&0\end{pmatrix}.$$
Then $\det(E-H)=E^2-t^2|f|^2=(E-t|f|)(E+t|f|)$. The levels are $\pm t|f|$ and the gap is $2t|f|$, so for $t>0$ it vanishes exactly when $f=0$.

Write $z=\exp(ik_1)$ and $w=\exp(ik_2)$. Both have modulus one, so the conjugate of $1+z+w=0$ is $1+1/z+1/w=0$. Multiplying by $zw$ gives $zw+z+w=0$, hence $zw=-(z+w)=1$. Now multiply the original equation by $z$:
$$z^2+z+1=0,\qquad w=-1-z=z^2.$$
Conversely, these two equations give $1+z+w=0$. Modulo $2\pi$ there are two solutions, the Dirac points $(2\pi/3,4\pi/3)$ and $(4\pi/3,2\pi/3)$. Below, "the Dirac point" means the first.

### Which grids contain such a point

On the untwisted grid $k_j=2\pi m_j/M$ with $0\le m_j<M$, so $z^M=1$. A root of $z^2+z+1$ also satisfies $z^3=1$, because $z^3-1=(z-1)(z^2+z+1)$. If $r$ is the remainder of $M$ on division by $3$, then $z^r=1$.

- If $r=1$, then $z=1$ and the quadratic reads $3=0$.
- If $r=2$, then $z^2=1$, the quadratic gives $z=-2$, and $z^2=4$ contradicts $z^2=1$.

So $r=0$. Conversely, if $M=3q$, the grid point $(m_1,m_2)=(q,2q)$ is the Dirac point.

### How large the leftover gap can be

Since $f$ vanishes at the Dirac point, subtracting its value there changes nothing:
$$f=\bigl[\exp(ik_1)-\exp(2\pi i/3)\bigr]+\bigl[\exp(ik_2)-\exp(4\pi i/3)\bigr].$$
A chord of the unit circle is no longer than its arc, so
$$2t|f|\le 2t\left(\left|k_1-\tfrac{2\pi}{3}\right|+\left|k_2-\tfrac{4\pi}{3}\right|\right).$$

For $M=3q+1$ with $q\ge 1$, take $(m_1,m_2)=(q,2q+1)$; for $M=3q+2$, take $(q+1,2q+1)$. Each phase then misses its target by $2\pi/(3M)$, a third of a grid step, and the bound becomes $8\pi t/(3M)$. For $M=1$ the only point is $(0,0)$, with gap $6t$, which is below $8\pi t/3\approx 8.38t$. A finite grid has a smallest gap, and when $3$ does not divide $M$ that gap cannot be zero.

Your $4\times4$ cell shows this directly. Its phase factors are $1,i,-1,-i$. In $1+z+w$ the real and imaginary parts are integers with an odd sum, so $|f|\ge1$. The point $(m_1,m_2)=(1,3)$ gives $1+i-i=1$. The smallest gap is therefore $2t$, just under the bound $2\pi t/3\approx2.09t$.

### Closing the gap with a twist

With twists $\theta_1,\theta_2$ the phases are $(2\pi m_j+\theta_j)/M$. Choosing $\theta_1=2\pi M/3$ and $\theta_2=4\pi M/3$ puts $m_1=m_2=0$ on the Dirac point. Twists matter only modulo $2\pi$, up to relabelling the grid, so for $M=4$ you can enter $2\pi/3$ and $4\pi/3$. The Dirac point then sits at $(m_1,m_2)=(1,2)$. These values are for primitive vectors at $60^\circ$. If yours are at $120^\circ$, use $2\pi M/3$ for both twists.

### What the Lean statements say

`structureFactor` is $f$, `hamiltonian` is $H$, and `bandGap` is defined as $2t|f|$. The theorem `hamiltonian_levels` connects them by factoring the characteristic determinant for every complex $E$. `gridPhase` gives the twisted phases, and `gridGaps` is the set of gap values found on the grid. The phases are dimensionless, so no lattice constant appears.

- `zero_gap_on_grid_iff` says that, for $t>0$ and $M\ge1$, zero belongs to the untwisted set of gaps if and only if $3$ divides $M$. With $t=0$ every gap would vanish, and with $M=0$ the grid would be empty although $3$ divides $0$.
- `spurious_gap` says that, for $t>0$ and $3\nmid M$, the set has a least element, which is positive and at most $8\pi t/(3M)$. `IsLeast` means that the value occurs on the grid and lies below all the others.
- `twist_closes_gap` says that the twists above give a zero gap for every $M\ge1$.

The model has one orbital per site, equal hoppings to the three nearest neighbours and no interaction; the cell has the same number of units in both directions. The statements concern one-particle gaps, so they give no error estimate for a twist-averaged energy or a many-body gap.

```lean
import Mathlib

open scoped Real ComplexConjugate

namespace GrapheneFiniteCell

noncomputable section

/-- The sum of the three nearest-neighbour phase factors of the honeycomb lattice. -/
def structureFactor (k₁ k₂ : ℝ) : ℂ :=
  1 + Complex.exp (k₁ * Complex.I) + Complex.exp (k₂ * Complex.I)

/-- The Bloch Hamiltonian of graphene on its two sublattices, with hopping `t`. -/
def hamiltonian (t k₁ k₂ : ℝ) : Matrix (Fin 2) (Fin 2) ℂ :=
  !![0, -(t * structureFactor k₁ k₂); -(t * conj (structureFactor k₁ k₂)), 0]

/-- The gap between the two bands at the phases `k₁, k₂`, for hopping `t ≥ 0`. -/
def bandGap (t k₁ k₂ : ℝ) : ℝ := 2 * t * ‖structureFactor k₁ k₂‖

/-- The `m`-th phase allowed in a periodic cell of `M ≥ 1` units with twist `θ`. -/
def gridPhase (M : ℕ) (θ : ℝ) (m : ℕ) : ℝ := (2 * π * m + θ) / M

/-- The band gaps found on the `M` by `M` grid of phases with twists `θ₁, θ₂`. -/
def gridGaps (t : ℝ) (M : ℕ) (θ₁ θ₂ : ℝ) : Set ℝ :=
  {Δ | ∃ m₁ < M, ∃ m₂ < M, bandGap t (gridPhase M θ₁ m₁) (gridPhase M θ₂ m₂) = Δ}

/-- The characteristic determinant of the Bloch Hamiltonian vanishes exactly at plus and
minus half the band gap. -/
theorem hamiltonian_levels (t k₁ k₂ : ℝ) (E : ℂ) :
    (E • (1 : Matrix (Fin 2) (Fin 2) ℂ) - hamiltonian t k₁ k₂).det =
      (E - (bandGap t k₁ k₂ / 2 : ℝ)) * (E + (bandGap t k₁ k₂ / 2 : ℝ)) := by
  have h : structureFactor k₁ k₂ * conj (structureFactor k₁ k₂) =
      (‖structureFactor k₁ k₂‖ : ℂ) ^ 2 := by
    rw [Complex.mul_conj, Complex.normSq_eq_norm_sq, Complex.ofReal_pow]
  rw [Matrix.det_fin_two]
  simp only [hamiltonian, bandGap, Matrix.sub_apply, Matrix.smul_apply, Matrix.one_apply,
    Matrix.of_apply, Matrix.cons_val', Matrix.cons_val_zero, Matrix.cons_val_one,
    Matrix.cons_val_fin_one, smul_eq_mul]
  norm_num
  linear_combination (-(t : ℂ) ^ 2) * h

/-- The three phase factors cancel exactly when the first phase factor `z` solves
`z² + z + 1 = 0` and the second one is `z²`. -/
theorem structureFactor_eq_zero_iff (k₁ k₂ : ℝ) :
    structureFactor k₁ k₂ = 0 ↔
      Complex.exp (k₁ * Complex.I) ^ 2 + Complex.exp (k₁ * Complex.I) + 1 = 0 ∧
        Complex.exp (k₂ * Complex.I) = Complex.exp (k₁ * Complex.I) ^ 2 := by
  have unit (k : ℝ) : Complex.exp (k * Complex.I) * conj (Complex.exp (k * Complex.I)) = 1 := by
    rw [Complex.mul_conj, Complex.normSq_eq_norm_sq, Complex.norm_exp_ofReal_mul_I]
    norm_num
  have hz := unit k₁
  have hw := unit k₂
  unfold structureFactor
  generalize Complex.exp (k₁ * Complex.I) = z at *
  generalize Complex.exp (k₂ * Complex.I) = w at *
  constructor
  · intro h
    -- the conjugate equation fixes the product of the two phase factors
    have hc : 1 + conj z + conj w = 0 := by
      simpa only [map_add, map_one, map_zero] using congrArg conj h
    have hzw : z * w = 1 := by
      linear_combination z * w * hc - h - w * hz - z * hw
    have h1 : z ^ 2 + z + 1 = 0 := by linear_combination z * h - hzw
    exact ⟨h1, by linear_combination h - h1⟩
  · rintro ⟨h1, h2⟩
    linear_combination h1 + h2

/-- A phase factor with `z² + z + 1 = 0` can return to one after `M` steps only if 3
divides `M`. -/
theorem three_dvd_of_pow_eq_one {z : ℂ} {M : ℕ} (h : z ^ 2 + z + 1 = 0)
    (hM : z ^ M = 1) : 3 ∣ M := by
  have h3 : z ^ 3 = 1 := by linear_combination (z - 1) * h
  rw [← Nat.div_add_mod M 3, pow_add, pow_mul, h3, one_pow, one_mul] at hM
  have hr : M % 3 = 0 ∨ M % 3 = 1 ∨ M % 3 = 2 := by omega
  rcases hr with hr | hr | hr
  · exact Nat.dvd_of_mod_eq_zero hr
  · rw [hr, pow_one] at hM
    rw [hM] at h
    norm_num at h
  · rw [hr] at hM
    have hz : z = -2 := by linear_combination h - hM
    rw [hz] at hM
    norm_num at hM

/-- The three phase factors cancel at the Dirac point `(2π/3, 4π/3)`. -/
theorem structureFactor_dirac : structureFactor (2 * π / 3) (4 * π / 3) = 0 := by
  have e1 : 2 * π / 3 = π - π / 3 := by ring
  have e2 : 4 * π / 3 = π / 3 + π := by ring
  rw [e1, e2]
  apply Complex.ext
  · simp only [structureFactor, Complex.add_re, Complex.one_re, Complex.zero_re,
      Complex.exp_ofReal_mul_I_re, Real.cos_pi_sub, Real.cos_add_pi, Real.cos_pi_div_three]
    norm_num
  · simp only [structureFactor, Complex.add_im, Complex.one_im, Complex.zero_im,
      Complex.exp_ofReal_mul_I_im, Real.sin_pi_sub, Real.sin_add_pi]
    ring

/-- For `t ≥ 0` the gap is at most `2t` times the summed phase distances to the Dirac point. -/
theorem bandGap_le_distance {t : ℝ} (ht : 0 ≤ t) (k₁ k₂ : ℝ) :
    bandGap t k₁ k₂ ≤ 2 * t * (|k₁ - 2 * π / 3| + |k₂ - 4 * π / 3|) := by
  -- a chord of the unit circle is no longer than its arc
  have chord (a b : ℝ) :
      ‖Complex.exp (a * Complex.I) - Complex.exp (b * Complex.I)‖ ≤ |a - b| := by
    refine (sq_le_sq₀ (norm_nonneg _) (abs_nonneg _)).mp ?_
    rw [sq_abs, Complex.sq_norm, Complex.normSq_apply]
    simp only [Complex.sub_re, Complex.sub_im, Complex.exp_ofReal_mul_I_re,
      Complex.exp_ofReal_mul_I_im]
    have h : 1 - (a - b) ^ 2 / 2 ≤ Real.cos (a - b) := Real.one_sub_sq_div_two_le_cos
    rw [Real.cos_sub] at h
    nlinarith [Real.sin_sq_add_cos_sq a, Real.sin_sq_add_cos_sq b]
  have hs : structureFactor k₁ k₂ =
      (Complex.exp (k₁ * Complex.I) - Complex.exp ((2 * π / 3 : ℝ) * Complex.I)) +
      (Complex.exp (k₂ * Complex.I) - Complex.exp ((4 * π / 3 : ℝ) * Complex.I)) := by
    have h0 := structureFactor_dirac
    unfold structureFactor at h0 ⊢
    linear_combination h0
  unfold bandGap
  refine mul_le_mul_of_nonneg_left ?_ (by positivity)
  rw [hs]
  exact (norm_add_le _ _).trans (add_le_add (chord _ _) (chord _ _))

/-- For `t > 0` and `M ≥ 1`, the untwisted `M` by `M` grid contains a point of zero gap if
and only if 3 divides `M`. -/
theorem zero_gap_on_grid_iff {t : ℝ} (ht : 0 < t) {M : ℕ} (hM : 0 < M) :
    0 ∈ gridGaps t M 0 0 ↔ 3 ∣ M := by
  constructor
  · rintro ⟨m₁, _, m₂, _, h⟩
    rw [bandGap] at h
    have hf := norm_eq_zero.mp ((mul_eq_zero.mp h).resolve_left (mul_pos two_pos ht).ne')
    refine three_dvd_of_pow_eq_one ((structureFactor_eq_zero_iff _ _).mp hf).1 ?_
    -- periodicity of the cell: the phase factor is an M-th root of unity
    have hM' : (M : ℝ) ≠ 0 := by positivity
    have hr : (M : ℝ) * gridPhase M 0 m₁ = 2 * π * m₁ := by
      rw [gridPhase, add_zero]
      field_simp
    have hc := congrArg Complex.ofReal hr
    push_cast at hc
    rw [← Complex.exp_nat_mul, Complex.exp_eq_one_iff]
    refine ⟨m₁, ?_⟩
    push_cast
    linear_combination Complex.I * hc
  · rintro ⟨q, rfl⟩
    have hq : (q : ℝ) ≠ 0 := by
      have : q ≠ 0 := by omega
      exact_mod_cast this
    have hu : (q : ℝ) * (q : ℝ)⁻¹ = 1 := mul_inv_cancel₀ hq
    have e1 : gridPhase (3 * q) 0 q = 2 * π / 3 := by
      unfold gridPhase
      push_cast
      linear_combination (2 * π / 3) * hu
    have e2 : gridPhase (3 * q) 0 (2 * q) = 4 * π / 3 := by
      unfold gridPhase
      push_cast
      linear_combination (4 * π / 3) * hu
    refine ⟨q, by omega, 2 * q, by omega, ?_⟩
    rw [e1, e2, bandGap, structureFactor_dirac, norm_zero, mul_zero]

/-- For `t ≥ 0` and `M` not divisible by 3, some point of the untwisted grid has a gap of at
most `8πt/(3M)`. -/
theorem exists_small_gap {t : ℝ} (ht : 0 ≤ t) {M : ℕ} (h3 : ¬ 3 ∣ M) :
    ∃ Δ ∈ gridGaps t M 0 0, Δ ≤ 8 * π * t / (3 * M) := by
  by_cases h1 : M = 1
  · subst h1
    refine ⟨_, ⟨0, one_pos, 0, one_pos, rfl⟩, ?_⟩
    have hs : structureFactor (gridPhase 1 0 0) (gridPhase 1 0 0) = 3 := by
      norm_num [structureFactor, gridPhase]
    have hn : ‖(3 : ℂ)‖ = 3 := by norm_num
    rw [bandGap, hs, hn, Nat.cast_one]
    nlinarith [mul_nonneg ht (sub_nonneg.mpr Real.pi_gt_three.le)]
  -- the grid point next to the Dirac point misses it by a third of a grid step
  obtain ⟨m₁, hm₁, m₂, hm₂, e, he, ha, hb⟩ : ∃ m₁ < M, ∃ m₂ < M, ∃ e : ℝ,
      |e| = 1 ∧ 3 * (m₁ : ℝ) = M + e ∧ 3 * (m₂ : ℝ) = 2 * M - e := by
    have hq : M = 3 * (M / 3) + 1 ∨ M = 3 * (M / 3) + 2 := by omega
    generalize M / 3 = q at hq
    rcases hq with rfl | rfl
    · refine ⟨q, by omega, 2 * q + 1, by omega, -1, by norm_num, ?_, ?_⟩ <;>
        push_cast <;> ring
    · refine ⟨q + 1, by omega, 2 * q + 1, by omega, 1, by norm_num, ?_, ?_⟩ <;>
        push_cast <;> ring
  have hM : (M : ℝ) ≠ 0 := by
    have : M ≠ 0 := by omega
    exact_mod_cast this
  have hu : (M : ℝ) * (M : ℝ)⁻¹ = 1 := mul_inv_cancel₀ hM
  have d1 : gridPhase M 0 m₁ - 2 * π / 3 = e * (2 * π / 3 * (M : ℝ)⁻¹) := by
    unfold gridPhase
    linear_combination (2 * π / 3) * (M : ℝ)⁻¹ * ha + (2 * π / 3) * hu
  have d2 : gridPhase M 0 m₂ - 4 * π / 3 = -(e * (2 * π / 3 * (M : ℝ)⁻¹)) := by
    unfold gridPhase
    linear_combination (2 * π / 3) * (M : ℝ)⁻¹ * hb + (4 * π / 3) * hu
  have hp : 0 ≤ 2 * π / 3 * (M : ℝ)⁻¹ := by positivity
  refine ⟨_, ⟨m₁, hm₁, m₂, hm₂, rfl⟩, (bandGap_le_distance ht _ _).trans (le_of_eq ?_)⟩
  rw [d1, d2, abs_neg, abs_mul, he, one_mul, abs_of_nonneg hp]
  ring

/-- For `t > 0` and `M` not divisible by 3, the smallest gap on the untwisted grid is
positive and at most `8πt/(3M)`. -/
theorem spurious_gap {t : ℝ} (ht : 0 < t) {M : ℕ} (h3 : ¬ 3 ∣ M) :
    ∃ Δ, IsLeast (gridGaps t M 0 0) Δ ∧ 0 < Δ ∧ Δ ≤ 8 * π * t / (3 * M) := by
  have hM : 0 < M := by omega
  obtain ⟨p, hp, hmin⟩ := Finset.exists_min_image (Finset.range M ×ˢ Finset.range M)
    (fun p => bandGap t (gridPhase M 0 p.1) (gridPhase M 0 p.2))
    ⟨(0, 0), Finset.mem_product.mpr ⟨Finset.mem_range.mpr hM, Finset.mem_range.mpr hM⟩⟩
  have hp' := Finset.mem_product.mp hp
  have hmem : bandGap t (gridPhase M 0 p.1) (gridPhase M 0 p.2) ∈ gridGaps t M 0 0 :=
    ⟨p.1, Finset.mem_range.mp hp'.1, p.2, Finset.mem_range.mp hp'.2, rfl⟩
  have hlow : ∀ Δ ∈ gridGaps t M 0 0,
      bandGap t (gridPhase M 0 p.1) (gridPhase M 0 p.2) ≤ Δ := by
    rintro _ ⟨m₁, h₁, m₂, h₂, rfl⟩
    exact hmin (m₁, m₂)
      (Finset.mem_product.mpr ⟨Finset.mem_range.mpr h₁, Finset.mem_range.mpr h₂⟩)
  refine ⟨_, ⟨hmem, hlow⟩, ?_, ?_⟩
  · refine lt_of_le_of_ne (by unfold bandGap; positivity) fun h => ?_
    rw [← h] at hmem
    exact h3 ((zero_gap_on_grid_iff ht hM).mp hmem)
  · obtain ⟨Δ, hΔ, hle⟩ := exists_small_gap ht.le h3
    exact (hlow Δ hΔ).trans hle

/-- For every cell size `M ≥ 1`, the twists `2πM/3` and `4πM/3` give a grid that contains a
point of zero gap. -/
theorem twist_closes_gap (t : ℝ) {M : ℕ} (hM : 0 < M) :
    0 ∈ gridGaps t M (2 * π / 3 * M) (4 * π / 3 * M) := by
  have hM' : (M : ℝ) ≠ 0 := by positivity
  have e (a : ℝ) : gridPhase M (a * M) 0 = a := by
    rw [gridPhase, Nat.cast_zero, mul_zero, zero_add]
    field_simp
  refine ⟨0, hM, 0, hM, ?_⟩
  rw [e, e, bandGap, structureFactor_dirac, norm_zero, mul_zero]

end

end GrapheneFiniteCell
```

```lean
#print axioms GrapheneFiniteCell.hamiltonian_levels
#print axioms GrapheneFiniteCell.zero_gap_on_grid_iff
#print axioms GrapheneFiniteCell.spurious_gap
#print axioms GrapheneFiniteCell.twist_closes_gap
```

```
'GrapheneFiniteCell.hamiltonian_levels' depends on axioms: [propext, Classical.choice, Quot.sound]
'GrapheneFiniteCell.zero_gap_on_grid_iff' depends on axioms: [propext, Classical.choice, Quot.sound]
'GrapheneFiniteCell.spurious_gap' depends on axioms: [propext, Classical.choice, Quot.sound]
'GrapheneFiniteCell.twist_closes_gap' depends on axioms: [propext, Classical.choice, Quot.sound]
```

### From the algebra to the Lean proof

In `hamiltonian_levels`, the identity $f\bar f=|f|^2$ is established first, and `linear_combination` then matches the expanded determinant with the product.

`structureFactor_eq_zero_iff` follows the argument with the conjugate equation. The local lemma `unit` supplies $z\bar z=1$ and $w\bar w=1$, `hc` is the conjugate equation, `hzw` is $zw=1$, and `h1` is the quadratic. `three_dvd_of_pow_eq_one` reduces $z^M=1$ to the remainder of $M$ and rules out the remainders $1$ and $2$.

`structureFactor_dirac` checks the real and imaginary parts at the Dirac point. In `bandGap_le_distance`, the step `chord` compares squares: the squared chord is $2-2\cos(a-b)$, and $1-x^2/2\le\cos x$ bounds it by $(a-b)^2$. The triangle inequality then adds the two phase differences.

The forward half of `zero_gap_on_grid_iff` extracts $f=0$ from the zero gap, shows $z^M=1$ from the grid phase, and applies the remainder lemma. The reverse half supplies the point $(q,2q)$.

`exists_small_gap` treats $M=1$ separately, because the general choice would need $m_2=1$, which is not a grid index there. For the other sizes a sign $e=\pm1$ handles both remainders at once, through $3m_1=M+e$ and $3m_2=2M-e$. `spurious_gap` obtains the minimum from `Finset.exists_min_image`, its positivity from the divisibility theorem, and its upper bound from `exists_small_gap`. Finally, `twist_closes_gap` evaluates the twisted phases at index zero.
